# Electron number and kinetic energy per unit area of a filled subband

For non-interacting electrons with two spin states, a subband filled over an in-plane Fermi disc of radius √(k² − q²) holds (k² − q²)/(2π) electrons per unit area and has kinetic energy (k⁴ − q⁴)/(8π) per unit area. The theorem states these as two integrals over p from 0 to that radius, for real k and q with q² ≤ k². The density of states is p/π, and the energy of each state is (p² + q²)/2, in units where ħ and the mass are 1. The attempt finds an antiderivative for each integrand, applies the fundamental theorem of calculus, and replaces the even powers of the radius by polynomials in k and q.

As first written in Lean, the proof fails:

```lean
import Mathlib

open Real Filter Topology

namespace SubbandIntegrals

noncomputable section

/-- Filling the in-plane Fermi disc of a subband with `q² ≤ k²`, with two spin states and
hence `p dp / π` states per unit area, gives the subband's electron number and kinetic energy. -/
theorem subband_integrals {k q : ℝ} (hq : q ^ 2 ≤ k ^ 2) :
    (∫ p in (0 : ℝ)..√(k ^ 2 - q ^ 2), p / π) = (k ^ 2 - q ^ 2) / (2 * π) ∧
    (∫ p in (0 : ℝ)..√(k ^ 2 - q ^ 2), p / π * ((p ^ 2 + q ^ 2) / 2))
      = (k ^ 4 - q ^ 4) / (8 * π) := by
  have hs : √(k ^ 2 - q ^ 2) ^ 2 = k ^ 2 - q ^ 2 := Real.sq_sqrt (by linarith)
  have hs4 : √(k ^ 2 - q ^ 2) ^ 4 = (k ^ 2 - q ^ 2) ^ 2 := by rw [← hs]; ring
  have d2 : ∀ p : ℝ, HasDerivAt (fun p : ℝ => p ^ 2) (2 * p) p := fun p => by
    simpa using hasDerivAt_pow 2 p
  have d4 : ∀ p : ℝ, HasDerivAt (fun p : ℝ => p ^ 4) (4 * p ^ 3) p := fun p => by
    simpa using hasDerivAt_pow 4 p
  constructor
  · have h : ∀ p : ℝ, HasDerivAt (fun p : ℝ => p ^ 2 / (2 * π)) (p / π) p := fun p =>
      ((d2 p).div_const (2 * π)).congr_deriv (by ring)
    rw [intervalIntegral.integral_eq_sub_of_hasDerivAt (fun p _ => h p)
      ((by fun_prop : Continuous fun p : ℝ => p / π).intervalIntegrable _ _), hs]
    ring
  · have h : ∀ p : ℝ, HasDerivAt (fun p : ℝ => (p ^ 4 / 8 + q ^ 2 / 4 * p ^ 2) / π)
        (p / π * ((p ^ 2 + q ^ 2) / 2)) p := fun p =>
      ((((d4 p).div_const 8).fun_add ((d2 p).const_mul (q ^ 2 / 4))).div_const π).congr_deriv
        (by ring)
    rw [intervalIntegral.integral_eq_sub_of_hasDerivAt (fun p _ => h p)
      ((by fun_prop : Continuous fun p : ℝ =>
        p / π * ((p ^ 2 + q ^ 2) / 2)).intervalIntegrable _ _), hs, hs4]
    ring

end

end SubbandIntegrals
```

Compiling this gives:

```
Try this:
  [apply] ring_nf
  
  The `ring` tactic failed to close the goal. Use `ring_nf` to obtain a normal form.
    
  Note that `ring` works primarily in *commutative* rings. If you have a noncommutative ring, abelian group or module, consider using `noncomm_ring`, `abel` or `module` instead.
Main.lean:16:59: error: unsolved goals
k q : ℝ
hq : q ^ 2 ≤ k ^ 2
hs : √(k ^ 2 - q ^ 2) ^ 2 = k ^ 2 - q ^ 2
⊢ √(√(k ^ 2 - q ^ 2) ^ 2) ^ 4 = √(k ^ 2 - q ^ 2) ^ 4
```

Cause. The error is in the proof of `hs4`, the formula for the fourth power of the radius. `rw [← hs]` replaces every occurrence of `k ^ 2 - q ^ 2` in the goal, including the one under the square root on the left. That side becomes `√(√(k ^ 2 - q ^ 2) ^ 2) ^ 4`, with one root nested in another. `ring` does not simplify square roots, so it cannot identify the nested root with the plain one. The "Try this" message reports that `ring` failed to close the goal, and the error shows what was left.

The repair uses `linear_combination` and rewrites nothing, so the radicand stays as it was. Writing s for the root and a for k² − q², it multiplies `hs`, which says s² = a, by s² + a. Since (s² + a)(s² − a) = s⁴ − a², this gives `hs4`.

The other changes are tidying: the first integral now uses `intervalIntegral.integral_div` and `integral_id`, and `d2` and `d4` move into the second part, the only place that still needs them.

The repair, with which the file compiles:

```diff
@@ -14,16 +14,14 @@
       = (k ^ 4 - q ^ 4) / (8 * π) := by
   have hs : √(k ^ 2 - q ^ 2) ^ 2 = k ^ 2 - q ^ 2 := Real.sq_sqrt (by linarith)
-  have hs4 : √(k ^ 2 - q ^ 2) ^ 4 = (k ^ 2 - q ^ 2) ^ 2 := by rw [← hs]; ring
-  have d2 : ∀ p : ℝ, HasDerivAt (fun p : ℝ => p ^ 2) (2 * p) p := fun p => by
-    simpa using hasDerivAt_pow 2 p
-  have d4 : ∀ p : ℝ, HasDerivAt (fun p : ℝ => p ^ 4) (4 * p ^ 3) p := fun p => by
-    simpa using hasDerivAt_pow 4 p
+  have hs4 : √(k ^ 2 - q ^ 2) ^ 4 = (k ^ 2 - q ^ 2) ^ 2 := by
+    linear_combination (√(k ^ 2 - q ^ 2) ^ 2 + (k ^ 2 - q ^ 2)) * hs
   constructor
-  · have h : ∀ p : ℝ, HasDerivAt (fun p : ℝ => p ^ 2 / (2 * π)) (p / π) p := fun p =>
-      ((d2 p).div_const (2 * π)).congr_deriv (by ring)
-    rw [intervalIntegral.integral_eq_sub_of_hasDerivAt (fun p _ => h p)
-      ((by fun_prop : Continuous fun p : ℝ => p / π).intervalIntegrable _ _), hs]
+  · rw [intervalIntegral.integral_div, integral_id, hs]
     ring
-  · have h : ∀ p : ℝ, HasDerivAt (fun p : ℝ => (p ^ 4 / 8 + q ^ 2 / 4 * p ^ 2) / π)
+  · have d2 : ∀ p : ℝ, HasDerivAt (fun p : ℝ => p ^ 2) (2 * p) p := fun p => by
+      simpa using hasDerivAt_pow 2 p
+    have d4 : ∀ p : ℝ, HasDerivAt (fun p : ℝ => p ^ 4) (4 * p ^ 3) p := fun p => by
+      simpa using hasDerivAt_pow 4 p
+    have h : ∀ p : ℝ, HasDerivAt (fun p : ℝ => (p ^ 4 / 8 + q ^ 2 / 4 * p ^ 2) / π)
         (p / π * ((p ^ 2 + q ^ 2) / 2)) p := fun p =>
       ((((d4 p).div_const 8).fun_add ((d2 p).const_mul (q ^ 2 / 4))).div_const π).congr_deriv
```
